# The renormalized magnon energy Δw/(Δ − w) diverges to +∞ as the bare energy w rises to a positive exchange splitting Δ

The theorem `renormalized_diverges` concerns a magnon whose bare force-theorem energy w is renormalized to Δw/(Δ − w), where Δ is the exchange splitting. It states that, for a fixed real Δ > 0, this expression tends to +∞ as w approaches Δ from below. The formula is taken as a definition on real numbers and is not derived from a model of the electrons or spins. The proof shows that Δ − w tends to 0 through positive values, so that its inverse tends to +∞, and multiplies this by the numerator Δw, which tends to the positive number Δ².

In Lean, a first try:

```lean
import Mathlib

open Filter Topology Asymptotics

namespace MagnonForceTheorem

noncomputable section

/-- The renormalized magnon energy for exchange splitting `Δ` and bare force-theorem
energy `w`, written over a common denominator. -/
def renormalizedEnergy (Δ w : ℝ) : ℝ := Δ * w / (Δ - w)

/-- The renormalized energy diverges to plus infinity as the bare energy approaches the
exchange splitting from below. -/
theorem renormalized_diverges {Δ : ℝ} (hΔ : 0 < Δ) :
    Tendsto (renormalizedEnergy Δ) (𝓝[<] Δ) atTop := by
  have hc : Continuous (fun w : ℝ => Δ - w) := by fun_prop
  have hm : Continuous (fun w : ℝ => Δ * w) := by fun_prop
  have h1 : Tendsto (fun w : ℝ => Δ - w) (𝓝[<] Δ) (𝓝[>] 0) := by
    refine tendsto_nhdsWithin_iff.2
      ⟨(hc.tendsto' Δ 0 (by simp)).mono_left nhdsWithin_le_nhds, ?_⟩
    filter_upwards [self_mem_nhdsWithin] with w hw
    exact sub_pos.2 hw
  have h2 : Tendsto (fun w : ℝ => Δ * w) (𝓝[<] Δ) (𝓝 (Δ * Δ)) :=
    (hm.tendsto Δ).mono_left nhdsWithin_le_nhds
  refine (h2.pos_mul_atTop (mul_pos hΔ hΔ) (tendsto_inv_nhdsGT_zero.comp h1)).congr
    fun w => ?_
  simp [renormalizedEnergy, div_eq_mul_inv]

end

end MagnonForceTheorem
```

Lean reports:

```
Main.lean:23:20: error: Application type mismatch: The argument
  hw
has type
  w ∈ Set.Iio Δ
but is expected to have type
  ?m.140 < ?m.139
in the application
  sub_pos.mpr hw
```

Diagnosis. The single error is in the proof that Δ − w is positive near the limit. There `hw` has type `w ∈ Set.Iio Δ`, which means w < Δ by definition but is written as set membership. `sub_pos.2` expects an inequality, and when Lean checked `hw` the two sides of that inequality were still unknown, as the placeholders `?m.140 < ?m.139` show. Lean did not unfold the membership to find values for them, and so reported a type mismatch.

The repair first states `hlt : w < Δ := hw`. With both sides given, Lean only has to check that the membership and the inequality agree by definition, which it accepts. `sub_pos.2 hlt` then receives an actual inequality and gives `hpos : 0 < Δ - w`. The last line, `exact hpos`, uses the same kind of agreement in the other direction, since the goal is that Δ − w belongs to `Set.Ioi 0`. Naming `hpos` separately makes this step explicit, but the error message concerns only `hw`.

The mended proof, as a diff:

```diff
@@ -21,5 +21,7 @@
       ⟨(hc.tendsto' Δ 0 (by simp)).mono_left nhdsWithin_le_nhds, ?_⟩
     filter_upwards [self_mem_nhdsWithin] with w hw
-    exact sub_pos.2 hw
+    have hlt : w < Δ := hw
+    have hpos : 0 < Δ - w := sub_pos.2 hlt
+    exact hpos
   have h2 : Tendsto (fun w : ℝ => Δ * w) (𝓝[<] Δ) (𝓝 (Δ * Δ)) :=
     (hm.tendsto Δ).mono_left nhdsWithin_le_nhds
```
